# The unified self-interaction Hamiltonian has the occupied orbitals as eigenvectors exactly when no H_i u_i leaves the occupied space

## One occupied orbital and one empty one

Take orthonormal vectors a (occupied) and b (empty), and H = |a+b⟩⟨a+b|, which is twice the projector onto (a+b)/√2. With P = |a⟩⟨a| and Q = 1 − P, form K = PHP + QHP + PHQ. In the basis a, b of their span,

H = [[1, 1], [1, 1]],  K = [[1, 1], [1, 0]].

K is Hermitian, but Ka = a + b, so a is not an eigenvector. Moreover QKa = b while KQa = 0, so K and Q do not commute. The obstruction is QHa = b, the part of Ha outside the occupied space.

## Many orbitals, each with its own Hamiltonian

In a self-interaction correction with orbital-dependent potentials, each occupied orbital u_i has its own Hamiltonian H_i. For finitely many orthonormal u_i, put

P_i x = ⟨u_i, x⟩ u_i,  Q = 1 − Σ_i P_i,
K = Σ_i (P_i H_i P_i + Q H_i P_i + P_i H_i Q).

If every H_i is Hermitian, then K is Hermitian, and it commutes with Q exactly when Q H_i u_i = 0 for all i. In that case K u_i = ⟨u_i, H_i u_i⟩ u_i. For given orbitals and Hamiltonians, this tells an electronic-structure calculation when the occupied orbitals are eigenvectors of K, with the expectation values ⟨u_i, H_i u_i⟩ as eigenvalues.

## Derivation

**Hermiticity.** Since ⟨P_i x, y⟩ = ⟨x, u_i⟩⟨u_i, y⟩ = ⟨x, P_i y⟩, each P_i is Hermitian, and so is Q. Taking the adjoint of K fixes P_i H_i P_i and exchanges the two mixed terms.

**The projector Q.** Orthonormality gives Q u_j = u_j − Σ_i δ_ij u_i = 0. Hence ⟨u_j, Qx⟩ = ⟨Q u_j, x⟩ = 0, and Q²x = Qx − Σ_j ⟨u_j, Qx⟩ u_j = Qx.

**Action on an orbital.** Because P_i u_j = δ_ij u_j and Q u_j = 0, only i = j survives:

K u_j = ⟨u_j, H_j u_j⟩ u_j + Q H_j u_j.

**Commutation implies the condition.** If QK = KQ, then 0 = KQ u_j = QK u_j = Q H_j u_j. The previous equation becomes the eigenvalue equation.

**The condition implies commutation.** If Q H_i u_i = 0 for all i, then

Q H_i P_i x = ⟨u_i, x⟩ Q H_i u_i = 0,
P_i H_i Q x = ⟨u_i, H_i Q x⟩ u_i = ⟨Q H_i u_i, x⟩ u_i = 0.

So Kx = Σ_i ⟨u_i, H_i u_i⟩⟨u_i, x⟩ u_i, and QK = KQ = 0. K then vanishes on the whole empty space and supplies no virtual energies.

**Two equivalent forms.** If K u_i = μ_i u_i for some numbers μ_i, applying Q gives Q H_i u_i = 0; the converse is the action formula. Also, Qv = 0 means v = Σ_j ⟨u_j, v⟩ u_j, so the condition is equivalent to H_i u_i = Σ_j ε_ij u_j. When the H_i u_i are the orbital derivatives of an energy that is stationary under the orthonormality constraints, the ε_ij are the Lagrange multipliers of those constraints.

## Reading the Lean statement

`E` is a complex inner product space of any dimension, `ι` the finite set of orbital labels, and the inner product is linear in its second argument. `orbProj (u i)` is P_i, `virtProj u` is Q, and `unifiedHam u H` is K. `IsSymmetric` expresses Hermiticity, and `∘ₗ` is the operator product.

The H_i are given: neither their dependence on the orbitals nor self-consistency is modelled. Each must map all of `E` into itself, so an unbounded Hamiltonian fits only on a common invariant domain containing the orbitals. The matrix ε need not be Hermitian, so stationarity under rotations among the occupied orbitals is not included.

```lean
import Mathlib

open scoped InnerProductSpace

namespace UnifiedSelfInteractionHamiltonian

noncomputable section

variable {E : Type*} [NormedAddCommGroup E] [InnerProductSpace ℂ E]
variable {ι : Type*} [Fintype ι]

/-- The operator `|v⟩⟨v|` of an orbital `v`. -/
def orbProj (v : E) : E →ₗ[ℂ] E where
  toFun x := ⟪v, x⟫_ℂ • v
  map_add' x y := by rw [inner_add_right, add_smul]
  map_smul' c x := by simp [smul_smul]

/-- The operator `Q = 1 - ∑ P_i`, which sends the occupied orbitals to zero when they are
orthonormal. -/
def virtProj (u : ι → E) : E →ₗ[ℂ] E := LinearMap.id - ∑ i, orbProj (u i)

/-- The unified Hamiltonian `∑ (P_i H_i P_i + Q H_i P_i + P_i H_i Q)` built from
orbital-dependent Hamiltonians `H_i`. -/
def unifiedHam (u : ι → E) (H : ι → E →ₗ[ℂ] E) : E →ₗ[ℂ] E :=
  ∑ i, (orbProj (u i) ∘ₗ H i ∘ₗ orbProj (u i) + virtProj u ∘ₗ H i ∘ₗ orbProj (u i)
    + orbProj (u i) ∘ₗ H i ∘ₗ virtProj u)

private lemma orbProj_apply (v x : E) : orbProj v x = ⟪v, x⟫_ℂ • v := rfl

private lemma virtProj_apply (u : ι → E) (x : E) :
    virtProj u x = x - ∑ i, ⟪u i, x⟫_ℂ • u i := by
  simp [virtProj, orbProj_apply, LinearMap.sum_apply]

private lemma unifiedHam_apply (u : ι → E) (H : ι → E →ₗ[ℂ] E) (x : E) :
    unifiedHam u H x = ∑ i, (orbProj (u i) (H i (orbProj (u i) x))
      + virtProj u (H i (orbProj (u i) x)) + orbProj (u i) (H i (virtProj u x))) := by
  simp [unifiedHam, LinearMap.sum_apply]

private lemma orbProj_symm (v : E) : (orbProj v).IsSymmetric := by
  intro x y
  simp only [orbProj_apply, inner_smul_left, inner_smul_right, inner_conj_symm]
  ring

private lemma virtProj_symm (u : ι → E) : (virtProj u).IsSymmetric := by
  intro x y
  simp only [virtProj_apply, inner_sub_left, inner_sub_right, sum_inner, inner_sum,
    inner_smul_left, inner_smul_right, inner_conj_symm]
  congr 1
  exact Finset.sum_congr rfl fun i _ => mul_comm _ _

private lemma virtProj_orbital {u : ι → E} (hu : Orthonormal ℂ u) (j : ι) :
    virtProj u (u j) = 0 := by
  classical
  rw [virtProj_apply]
  simp [orthonormal_iff_ite.mp hu]

private lemma inner_virtProj {u : ι → E} (hu : Orthonormal ℂ u) (j : ι) (x : E) :
    ⟪u j, virtProj u x⟫_ℂ = 0 := by
  rw [← virtProj_symm u (u j) x, virtProj_orbital hu, inner_zero_left]

private lemma virtProj_idem {u : ι → E} (hu : Orthonormal ℂ u) (x : E) :
    virtProj u (virtProj u x) = virtProj u x := by
  rw [virtProj_apply u (virtProj u x)]
  simp only [inner_virtProj hu, zero_smul, Finset.sum_const_zero, sub_zero]

private lemma sandwich {A B C : E →ₗ[ℂ] E} (hA : A.IsSymmetric) (hB : B.IsSymmetric)
    (hC : C.IsSymmetric) (x y : E) : ⟪A (B (C x)), y⟫_ℂ = ⟪x, C (B (A y))⟫_ℂ :=
  (hA _ _).trans ((hB _ _).trans (hC _ _))

/-- The unified Hamiltonian is Hermitian when every orbital Hamiltonian is. -/
theorem unifiedHam_isSymmetric (u : ι → E) {H : ι → E →ₗ[ℂ] E}
    (hH : ∀ i, (H i).IsSymmetric) : (unifiedHam u H).IsSymmetric := by
  intro x y
  simp only [unifiedHam_apply, sum_inner, inner_sum, inner_add_left, inner_add_right]
  refine Finset.sum_congr rfl fun i _ => ?_
  -- the two mixed terms are adjoints of each other
  rw [sandwich (orbProj_symm (u i)) (hH i) (orbProj_symm (u i)) x y,
    sandwich (virtProj_symm u) (hH i) (orbProj_symm (u i)) x y,
    sandwich (orbProj_symm (u i)) (hH i) (virtProj_symm u) x y]
  ring

/-- For orthonormal orbitals, the unified Hamiltonian sends `u_j` to `⟨u_j, H_j u_j⟩ u_j` plus the
part of `H_j u_j` outside the occupied space. -/
theorem unifiedHam_orbital {u : ι → E} (hu : Orthonormal ℂ u) (H : ι → E →ₗ[ℂ] E) (j : ι) :
    unifiedHam u H (u j) = ⟪u j, H j (u j)⟫_ℂ • u j + virtProj u (H j (u j)) := by
  have h1 : orbProj (u j) (u j) = u j := by
    rw [orbProj_apply, inner_self_eq_norm_sq_to_K, hu.1 j]
    simp
  rw [unifiedHam_apply, Finset.sum_eq_single j]
  · simp only [h1, virtProj_orbital hu j, map_zero, add_zero]
    rw [orbProj_apply]
  · intro i _ hij
    have h0 : ⟪u i, u j⟫_ℂ = 0 := hu.2 hij
    have h2 : orbProj (u i) (u j) = 0 := by rw [orbProj_apply, h0, zero_smul]
    simp only [h2, virtProj_orbital hu j, map_zero, add_zero]
  · intro h
    exact absurd (Finset.mem_univ j) h

/-- If every `H_i` is Hermitian and `Q H_i u_i = 0` for all `i`, the unified Hamiltonian is `∑ ⟨u_i,
H_i u_i⟩ |u_i⟩⟨u_i|`. -/
theorem unifiedHam_spectral {u : ι → E} {H : ι → E →ₗ[ℂ] E}
    (hH : ∀ i, (H i).IsSymmetric) (hS : ∀ i, virtProj u (H i (u i)) = 0) (x : E) :
    unifiedHam u H x = ∑ i, (⟪u i, H i (u i)⟫_ℂ * ⟪u i, x⟫_ℂ) • u i := by
  rw [unifiedHam_apply]
  refine Finset.sum_congr rfl fun i _ => ?_
  -- Hermiticity carries the condition over to the term `P_i H_i Q`
  have h3 : ⟪u i, H i (virtProj u x)⟫_ℂ = 0 := by
    rw [← hH i (u i) (virtProj u x), ← virtProj_symm u (H i (u i)) x, hS i, inner_zero_left]
  simp only [orbProj_apply, map_smul, hS i, smul_zero, h3, zero_smul, add_zero, smul_smul]
  rw [mul_comm]

/-- For orthonormal orbitals and Hermitian `H_i`, the unified Hamiltonian is Hermitian, and it
commutes with `Q` exactly when `Q H_i u_i = 0` for all `i`; if it commutes, each occupied orbital is
an eigenvector with eigenvalue `⟨u_i, H_i u_i⟩`. -/
theorem unifiedHam_main {u : ι → E} (hu : Orthonormal ℂ u) {H : ι → E →ₗ[ℂ] E}
    (hH : ∀ i, (H i).IsSymmetric) :
    (unifiedHam u H).IsSymmetric ∧
    (virtProj u ∘ₗ unifiedHam u H = unifiedHam u H ∘ₗ virtProj u ↔
      ∀ i, virtProj u (H i (u i)) = 0) ∧
    (virtProj u ∘ₗ unifiedHam u H = unifiedHam u H ∘ₗ virtProj u →
      ∀ i, unifiedHam u H (u i) = ⟪u i, H i (u i)⟫_ℂ • u i) := by
  have key : virtProj u ∘ₗ unifiedHam u H = unifiedHam u H ∘ₗ virtProj u →
      ∀ i, virtProj u (H i (u i)) = 0 := by
    intro hc i
    -- evaluate the commutation relation on an occupied orbital
    have h := LinearMap.congr_fun hc (u i)
    simpa only [LinearMap.comp_apply, virtProj_orbital hu, map_zero, unifiedHam_orbital hu,
      map_add, map_smul, smul_zero, zero_add, virtProj_idem hu] using h
  refine ⟨unifiedHam_isSymmetric u hH, ⟨key, fun hS => LinearMap.ext fun x => ?_⟩, ?_⟩
  · -- both products vanish
    simp only [LinearMap.comp_apply, unifiedHam_spectral hH hS, map_sum, map_smul,
      virtProj_orbital hu, inner_virtProj hu, smul_zero, mul_zero, zero_smul,
      Finset.sum_const_zero]
  · intro hc i
    rw [unifiedHam_orbital hu, key hc i, add_zero]

/-- Orthonormal occupied orbitals are all eigenvectors of the unified Hamiltonian, with whatever
eigenvalues, exactly when `Q H_i u_i = 0` for all `i`. -/
theorem eigenvectors_iff {u : ι → E} (hu : Orthonormal ℂ u) (H : ι → E →ₗ[ℂ] E) :
    (∃ μ : ι → ℂ, ∀ i, unifiedHam u H (u i) = μ i • u i) ↔
      ∀ i, virtProj u (H i (u i)) = 0 := by
  constructor
  · rintro ⟨μ, hμ⟩ i
    have h := congrArg (virtProj u) (hμ i)
    simpa only [unifiedHam_orbital hu, map_add, map_smul, virtProj_orbital hu, smul_zero,
      zero_add, virtProj_idem hu] using h
  · intro hS
    exact ⟨fun i => ⟪u i, H i (u i)⟫_ℂ, fun i => by
      rw [unifiedHam_orbital hu, hS i, add_zero]⟩

/-- For orthonormal `u_i`, the condition `Q H_i u_i = 0` for all `i` is equivalent to `H_i u_i = ∑_j
ε_ij u_j` for all `i`, with some complex matrix `ε`. -/
theorem multipliers_iff {u : ι → E} (hu : Orthonormal ℂ u) (H : ι → E →ₗ[ℂ] E) :
    (∀ i, virtProj u (H i (u i)) = 0) ↔
      ∃ ε : ι → ι → ℂ, ∀ i, H i (u i) = ∑ j, ε i j • u j := by
  constructor
  · intro h
    exact ⟨fun i j => ⟪u j, H i (u i)⟫_ℂ, fun i =>
      sub_eq_zero.mp ((virtProj_apply u _).symm.trans (h i))⟩
  · rintro ⟨ε, hε⟩ i
    rw [hε i]
    simp only [map_sum, map_smul, virtProj_orbital hu, smul_zero, Finset.sum_const_zero]

/-- For one normalised occupied orbital `a` and the Hamiltonian `|a+b⟩⟨a+b|`, with `b` nonzero and
orthogonal to `a`, the unified Hamiltonian does not commute with `Q`. -/
theorem not_commute_of_coupling {a b : E} (ha : ‖a‖ = 1) (hab : ⟪a, b⟫_ℂ = 0) (hb : b ≠ 0) :
    virtProj (fun _ : Unit => a) ∘ₗ unifiedHam (fun _ : Unit => a) (fun _ => orbProj (a + b)) ≠
      unifiedHam (fun _ : Unit => a) (fun _ => orbProj (a + b)) ∘ₗ
        virtProj (fun _ : Unit => a) := by
  intro hc
  have hu : Orthonormal ℂ (fun _ : Unit => a) :=
    ⟨fun _ => ha, fun i j hij => (hij (Subsingleton.elim i j)).elim⟩
  have haa : ⟪a, a⟫_ℂ = 1 := by
    rw [inner_self_eq_norm_sq_to_K, ha]
    simp
  have hba : ⟪b, a⟫_ℂ = 0 := inner_eq_zero_symm.mp hab
  -- here `Q H a = b`, which is not zero
  have h := (unifiedHam_main hu (fun _ => orbProj_symm (a + b))).2.1.mp hc ()
  simp only [virtProj_apply, orbProj_apply, inner_add_left, inner_add_right, haa, hba, hab,
    add_zero, one_smul, Finset.univ_unique, Finset.sum_singleton, add_sub_cancel_left] at h
  exact hb h

end

end UnifiedSelfInteractionHamiltonian
```

```lean
#print axioms UnifiedSelfInteractionHamiltonian.eigenvectors_iff
#print axioms UnifiedSelfInteractionHamiltonian.multipliers_iff
#print axioms UnifiedSelfInteractionHamiltonian.not_commute_of_coupling
```

```
'UnifiedSelfInteractionHamiltonian.eigenvectors_iff' depends on axioms: [propext, Classical.choice, Quot.sound]
'UnifiedSelfInteractionHamiltonian.multipliers_iff' depends on axioms: [propext, Classical.choice, Quot.sound]
'UnifiedSelfInteractionHamiltonian.not_commute_of_coupling' depends on axioms: [propext, Classical.choice, Quot.sound]
```

## How the proof follows the derivation

The `_apply` lemmas expand the definitions. `virtProj_orbital`, `inner_virtProj` and `virtProj_idem` are the three facts about Q, and `unifiedHam_orbital` isolates i = j with `Finset.sum_eq_single`. In `unifiedHam_main`, `LinearMap.congr_fun` evaluates the commutation relation on `u i`; the reverse direction uses `unifiedHam_spectral` to make both products vanish.

`eigenvectors_iff` applies Q to the eigenvalue equations, and `multipliers_iff` reads the coefficients from the formula for Q. Neither needs Hermitian H_i. `not_commute_of_coupling` is the opening example, with b of any nonzero length.

## Symmetry without an adjoint

The proof turns on `LinearMap.IsSymmetric`. A proof `hH i` of it is a function: given x and y, it returns the equation ⟨H_i x, y⟩ = ⟨x, H_i y⟩. `sandwich` chains three such equations to reverse a triple product. In `unifiedHam_spectral`, rewriting backwards with two of them moves H_i and then Q onto `u i`, where the condition applies. No adjoint operator is constructed, so `E` need not be complete.
